# Even-order electric-dipole response vanishes in a nondegenerate state of a finite inversion-symmetric system

A molecule with an inversion centre is driven by light at frequency $\omega$. If it starts in a nondegenerate energy eigenstate, its response in the electric-dipole approximation can contain odd harmonics but no second harmonic. A sum-over-states formula for the second-order response does not make this obvious: it contains many products of three dipole matrix elements and energy denominators. Symmetry removes each product chain as a whole, whatever the denominators are.

Let $H$ be a Hermitian matrix, $P$ a unitary matrix commuting with $H$, and $\psi$ a nondegenerate eigenvector of $H$. If the dipoles $\mu_0,\dots,\mu_m$ anticommute with $P$ and $m$ is even, then

$$\langle\psi,\ \mu_0\,g_0(H)\,\mu_1\cdots g_{m-1}(H)\,\mu_m\,\psi\rangle=0$$

for arbitrary functions $g_j:\mathbb R\to\mathbb C$, and the response function of order $m$ vanishes at all times.

## Chains and response functions as matrices

The state space is finite-dimensional, with basis labelled by `n`.

```lean
import Mathlib

open Matrix
open scoped ComplexOrder

namespace ParitySelectionRules

noncomputable section

variable {n : Type*} [Fintype n] [DecidableEq n] {H P : Matrix n n ℂ}
```

If $H=U\,\mathrm{diag}(E_i)\,U^\dagger$, then $g(H)=U\,\mathrm{diag}(g(E_i))\,U^\dagger$. Complex values are allowed, so $g$ can be a resolvent at complex frequency.

```lean
/-- The function `g(H)` of a Hermitian matrix: same eigenvectors, eigenvalues `g(E_i)`. -/
def specFun (hH : H.IsHermitian) (g : ℝ → ℂ) : Matrix n n ℂ :=
  (hH.eigenvectorUnitary : Matrix n n ℂ) * diagonal (fun i => g (hH.eigenvalues i)) *
    (hH.eigenvectorUnitary : Matrix n n ℂ)ᴴ
```

A symmetry factor $w$ records how an operator passes through $P$, in the convention $XP=wPX$. An operator that commutes with $P$ has $w=1$; one that anticommutes has $w=-1$.

```lean
/-- The operator `X` picks up the factor `w` when it is moved through the symmetry `P`. -/
def HasCharge (P : Matrix n n ℂ) (w : ℂ) (X : Matrix n n ℂ) : Prop :=
  X * P = w • (P * X)
```

Nondegeneracy means that every solution of $H\varphi=e\varphi$ is a multiple of $\psi$.

```lean
/-- The vector `ψ` is a nonzero eigenvector of `H` at energy `e`, and it spans that level. -/
def IsNondegenerate (H : Matrix n n ℂ) (e : ℂ) (ψ : n → ℂ) : Prop :=
  ψ ≠ 0 ∧ H *ᵥ ψ = e • ψ ∧ ∀ φ : n → ℂ, H *ᵥ φ = e • φ → ∃ c : ℂ, φ = c • ψ
```

The matrix element is taken without dividing by $\langle\psi,\psi\rangle$. For a normalised $\psi$ it is the expectation value, and whether it vanishes does not depend on the normalisation.

```lean
/-- The matrix element `⟨ψ, X ψ⟩`. -/
def expect (ψ : n → ℂ) (X : Matrix n n ℂ) : ℂ := star ψ ⬝ᵥ (X *ᵥ ψ)
```

The index `m` is the order of the response, so a chain of order $m$ contains $m+1$ dipoles.

```lean
/-- The chain `μ_0 g_0(H) μ_1 g_1(H) ⋯ g_(m-1)(H) μ_m` with `m + 1` dipole operators. -/
def pathway (hH : H.IsHermitian) (μ : ℕ → Matrix n n ℂ) (g : ℕ → ℝ → ℂ) :
    ℕ → Matrix n n ℂ
  | 0 => μ 0
  | m + 1 => pathway hH μ g m * specFun hH (g m) * μ (m + 1)
```

With $\hbar=1$ and coupling $-\mu E(t)$, the order-$m$ response function is $i^m$ times the expectation value of a nested commutator of Heisenberg dipoles.

```lean
/-- The Heisenberg operator `exp(iHt) A exp(-iHt)`, in units with `ħ = 1`. -/
def heisenberg (hH : H.IsHermitian) (A : Matrix n n ℂ) (t : ℝ) : Matrix n n ℂ :=
  specFun hH (fun x => Complex.exp (Complex.I * x * t)) * A *
    specFun hH (fun x => Complex.exp (-(Complex.I * x * t)))

/-- The nested commutator `[⋯[[μ_0(t_0), μ_1(t_1)], μ_2(t_2)]⋯, μ_m(t_m)]`. -/
def nested (hH : H.IsHermitian) (μ : ℕ → Matrix n n ℂ) (t : ℕ → ℝ) : ℕ → Matrix n n ℂ
  | 0 => heisenberg hH (μ 0) (t 0)
  | m + 1 => nested hH μ t m * heisenberg hH (μ (m + 1)) (t (m + 1)) -
      heisenberg hH (μ (m + 1)) (t (m + 1)) * nested hH μ t m

/-- The order-`m` response function in the state `ψ`, for times `t_0 ≥ t_1 ≥ ⋯ ≥ t_m`. -/
def responseFunction (hH : H.IsHermitian) (ψ : n → ℂ) (μ : ℕ → Matrix n n ℂ)
    (t : ℕ → ℝ) (m : ℕ) : ℂ :=
  Complex.I ^ m * expect ψ (nested hH μ t m)
```

Causality restricts the physical times to $t_0\ge t_1\ge\cdots\ge t_m$, but the theorems hold for all real times. A susceptibility is a Fourier transform of this function over the ordered times, so a response function that is identically zero contributes nothing to it.

## $H$ is Hermitian

Physically this is a closed system with real energies. By hand, it provides the orthonormal eigenbasis in which $g(H)$ is defined. In Lean the hypothesis `hH` is an argument of `specFun`, and the spectral theorem confirms that $g(x)=x$ returns $H$.

```lean
/-- The identity function of `H` is `H` itself. -/
theorem specFun_id (hH : H.IsHermitian) : specFun hH (fun x => (x : ℂ)) = H := by
  have h := hH.spectral_theorem
  rw [Unitary.conjStarAlgAut_apply] at h
  exact h.symm
```

For a non-Hermitian effective Hamiltonian this definition of $g(H)$ is unavailable, and functions of $H$ would have to be introduced in another way.

## $P$ commutes with $H$

The Hamiltonian is unchanged by the symmetry operation. In the eigenbasis of $H$, write $Q=U^\dagger PU$. Then $PH=HP$ reads

$$Q_{ij}E_j=E_iQ_{ij},\qquad\text{so}\qquad Q_{ij}(E_j-E_i)=0.$$

Either $E_i=E_j$, and then $g(E_i)=g(E_j)$, or $Q_{ij}=0$. In both cases $Q_{ij}\,g(E_j)=g(E_i)\,Q_{ij}$, which is $P\,g(H)=g(H)\,P$. No smoothness of $g$ is needed.

```lean
/-- A matrix that commutes with `H` commutes with every function of `H`. -/
theorem specFun_commute (hH : H.IsHermitian) (hPH : P * H = H * P) (g : ℝ → ℂ) :
    specFun hH g * P = P * specFun hH g := by
  -- change of basis: it suffices to compare the two diagonal matrices
  have key : ∀ U D G : Matrix n n ℂ, Uᴴ * U = 1 → U * Uᴴ = 1 →
      (∀ Q : Matrix n n ℂ, Q * D = D * Q → Q * G = G * Q) →
      P * (U * D * Uᴴ) = (U * D * Uᴴ) * P → (U * G * Uᴴ) * P = P * (U * G * Uᴴ) := by
    intro U D G h1 h2 hDG h
    have hQ : (Uᴴ * P * U) * D = D * (Uᴴ * P * U) := by
      calc _ = Uᴴ * (P * (U * D * Uᴴ)) * U := by simp only [mul_assoc, h1, mul_one]
        _ = Uᴴ * ((U * D * Uᴴ) * P) * U := by rw [h]
        _ = (Uᴴ * U) * (D * (Uᴴ * P * U)) := by simp only [mul_assoc]
        _ = _ := by rw [h1, one_mul]
    calc _ = U * (G * (Uᴴ * P * U)) * Uᴴ := by simp only [mul_assoc, h2, mul_one]
      _ = U * ((Uᴴ * P * U) * G) * Uᴴ := by rw [hDG _ hQ]
      _ = (U * Uᴴ) * (P * (U * G * Uᴴ)) := by simp only [mul_assoc]
      _ = _ := by rw [h2, one_mul]
  have h : P * specFun hH (fun x => (x : ℂ)) = specFun hH (fun x => (x : ℂ)) * P := by
    rw [specFun_id]
    exact hPH
  refine key (hH.eigenvectorUnitary : Matrix n n ℂ)
    (diagonal (fun i => (hH.eigenvalues i : ℂ))) (diagonal (fun i => g (hH.eigenvalues i)))
    (mem_unitaryGroup_iff'.1 hH.eigenvectorUnitary.2)
    (mem_unitaryGroup_iff.1 hH.eigenvectorUnitary.2) (fun Q hQ => ?_) h
  -- Q only connects equal energies, where g takes equal values
  ext i j
  have hij := congrFun (congrFun hQ i) j
  rw [mul_diagonal, diagonal_mul] at hij ⊢
  by_cases hE : hH.eigenvalues i = hH.eigenvalues j
  · rw [hE]
    exact mul_comm _ _
  · have hne : (hH.eigenvalues j : ℂ) - hH.eigenvalues i ≠ 0 :=
      sub_ne_zero.mpr fun h' => hE (Complex.ofReal_injective h').symm
    have h0 : Q i j * ((hH.eigenvalues j : ℂ) - hH.eigenvalues i) = 0 := by
      linear_combination hij
    rw [(mul_eq_zero.mp h0).resolve_right hne, zero_mul, mul_zero]
```

The inner statement `key` changes basis to $Q$ and back. The split on `hE` is the case distinction above.

A static field along the dipole breaks this hypothesis and allows even-order response. In the extreme case take $P=\sigma_z$, $H=\mu_0=\sigma_x$ and $\psi=(1,1)/\sqrt2$: the dipole is odd and the state nondegenerate, yet $\langle\psi,\mu_0\psi\rangle=1$.

## The dipoles are odd

The electric dipole, measured from the inversion centre, changes sign under inversion. The derivation uses this through the multiplication of factors: if $XP=wPX$ and $YP=vPY$, then

$$XYP=vXPY=wv\,PXY.$$

```lean
omit [DecidableEq n] in
/-- The symmetry factors of two operators multiply when the operators are multiplied. -/
theorem HasCharge.mul {w v : ℂ} {X Y : Matrix n n ℂ} (hX : HasCharge P w X)
    (hY : HasCharge P v Y) : HasCharge P (w * v) (X * Y) := by
  unfold HasCharge at *
  rw [mul_assoc X Y P, hY, Matrix.mul_smul, ← mul_assoc X P Y, hX, Matrix.smul_mul,
    smul_smul, mul_comm v w, mul_assoc P X Y]
```

Since $g(H)$ has factor $1$, a chain of $m+1$ dipoles with common factor $w$ has factor $w^{m+1}$. The same holds for the nested commutator: time evolution leaves the factor of each dipole unchanged, and both orderings in a commutator have the same factor.

An even component in the dipole spoils the rule. With $H=P=\sigma_z$, $\mu_0=\sigma_x+\sigma_z$ and $\psi=(1,0)$, the expectation value of $\mu_0$ is $1$.

## $\psi$ is nondegenerate and $P$ is unitary

Nondegeneracy gives the state a definite parity. Since $H(P\psi)=PH\psi=e\,P\psi$, the vector $P\psi$ lies in the level of $\psi$, so $P\psi=c\psi$. Unitarity preserves the norm, so $|c|^2=1$. For an operator $X$ with factor $w$,

$$\langle\psi,X\psi\rangle=|c|^2\langle\psi,X\psi\rangle=\langle P\psi,XP\psi\rangle=\langle\psi,P^\dagger XP\psi\rangle=w\,\langle\psi,P^\dagger PX\psi\rangle=w\,\langle\psi,X\psi\rangle.$$

Hence $(w-1)\langle\psi,X\psi\rangle=0$, and the matrix element vanishes if $w\neq1$.

```lean
/-- In a nondegenerate eigenstate of `H`, an operator with symmetry factor `w ≠ 1` has
vanishing expectation value. -/
theorem expect_eq_zero {e w : ℂ} {ψ : n → ℂ} {X : Matrix n n ℂ} (hP : Pᴴ * P = 1)
    (hPH : P * H = H * P) (hψ : IsNondegenerate H e ψ) (hX : HasCharge P w X)
    (hw : w ≠ 1) : expect ψ X = 0 := by
  obtain ⟨hψ0, hE, hspan⟩ := hψ
  -- nondegeneracy: ψ is also an eigenvector of P
  obtain ⟨c, hc⟩ : ∃ c : ℂ, P *ᵥ ψ = c • ψ := by
    apply hspan
    rw [mulVec_mulVec, ← hPH, ← mulVec_mulVec, hE, mulVec_smul]
  have key : ∀ Y : Matrix n n ℂ, star c * c * expect ψ Y = expect ψ (Pᴴ * Y * P) := by
    intro Y
    have h : star (P *ᵥ ψ) ⬝ᵥ (Y *ᵥ (P *ᵥ ψ)) = star ψ ⬝ᵥ ((Pᴴ * Y * P) *ᵥ ψ) := by
      rw [star_mulVec, ← dotProduct_mulVec]
      simp only [mulVec_mulVec, mul_assoc]
    rw [hc] at h
    simp only [star_smul, mulVec_smul, smul_dotProduct, dotProduct_smul, smul_eq_mul] at h
    unfold expect
    rw [← h]
    ring
  -- unitarity: the eigenvalue c is a phase
  have hN : expect ψ 1 ≠ 0 := by
    unfold expect
    rw [one_mulVec]
    exact fun h => hψ0 (dotProduct_star_self_eq_zero.1 h)
  have hcc : star c * c = 1 := by
    have h := key 1
    rw [mul_one, hP] at h
    exact mul_right_cancel₀ hN (h.trans (one_mul _).symm)
  have h := key X
  rw [hcc, one_mul, mul_assoc, hX, Matrix.mul_smul, ← mul_assoc, hP, one_mul] at h
  have h' : expect ψ (w • X) = w * expect ψ X := by
    simp only [expect, smul_mulVec, dotProduct_smul, smul_eq_mul]
  have h0 : (w - 1) * expect ψ X = 0 := by linear_combination -h - h'
  exact (mul_eq_zero.mp h0).resolve_left (sub_ne_zero.mpr hw)
```

Here `hspan` supplies $c$, and `key` is the identity $|c|^2\langle\psi,Y\psi\rangle=\langle\psi,P^\dagger YP\psi\rangle$. Setting $Y=1$ gives $|c|^2=1$; setting $Y=X$ gives the conclusion. The hypothesis `hP` is used in both places. Hermiticity of $P$ is not required.

In a degenerate level, states of opposite parity can mix. Take $H=0$ on a two-dimensional state space, $P=\sigma_z$, $\mu_0=\sigma_x$ and $\psi=(1,1)/\sqrt2$: the dipole expectation value is $1$. If a state in a degenerate level is itself an eigenvector of $P$, the calculation above still applies. Without unitarity, $P=0$ would satisfy every commutation condition and carry no information.

## The number of dipoles is odd

Each dipole flips the parity, so an odd number of them cannot lead back to the starting state. The general condition is $w^{m+1}\neq1$.

```lean
/-- Let `ψ` be a nondegenerate eigenvector of `H`, and let `P` be unitary and commute with `H`. If
every dipole has symmetry factor `w` and `w ^ (m + 1) ≠ 1`, then the matrix element `⟨ψ, X ψ⟩` of
every chain `X` of `m + 1` dipoles and the response function of order `m` in the state `ψ` vanish.
-/
theorem selection_rule (hH : H.IsHermitian) {e w : ℂ} {ψ : n → ℂ} (hP : Pᴴ * P = 1)
    (hPH : P * H = H * P) (hψ : IsNondegenerate H e ψ) (μ : ℕ → Matrix n n ℂ)
    (hμ : ∀ j, HasCharge P w (μ j)) (g : ℕ → ℝ → ℂ) (t : ℕ → ℝ) (m : ℕ)
    (hw : w ^ (m + 1) ≠ 1) :
    expect ψ (pathway hH μ g m) = 0 ∧ responseFunction hH ψ μ t m = 0 := by
  have hg : ∀ f : ℝ → ℂ, HasCharge P 1 (specFun hH f) := fun f => by
    unfold HasCharge
    rw [one_smul]
    exact specFun_commute hH hPH f
  have hpath : ∀ k, HasCharge P (w ^ (k + 1)) (pathway hH μ g k) := by
    intro k
    induction k with
    | zero => simpa [pathway] using hμ 0
    | succ k ih =>
      have h := (ih.mul (hg (g k))).mul (hμ (k + 1))
      rw [mul_one, ← pow_succ] at h
      exact h
  -- time evolution preserves the factor, each commutator adds one more
  have hheis : ∀ j, HasCharge P w (heisenberg hH (μ j) (t j)) := by
    intro j
    have h := ((hg (fun x => Complex.exp (Complex.I * x * t j))).mul (hμ j)).mul
      (hg (fun x => Complex.exp (-(Complex.I * x * t j))))
    rw [one_mul, mul_one] at h
    exact h
  have hnest : ∀ k, HasCharge P (w ^ (k + 1)) (nested hH μ t k) := by
    intro k
    induction k with
    | zero => simpa [nested] using hheis 0
    | succ k ih =>
      have h1 := ih.mul (hheis (k + 1))
      have h2 := (hheis (k + 1)).mul ih
      rw [mul_comm w] at h2
      unfold HasCharge at h1 h2 ⊢
      rw [nested, sub_mul, h1, h2, mul_sub, smul_sub, pow_succ w (k + 1)]
  refine ⟨expect_eq_zero hP hPH hψ (hpath m) hw, ?_⟩
  rw [responseFunction, expect_eq_zero hP hPH hψ (hnest m) hw, mul_zero]
```

The inductions `hpath` and `hnest` count the factors for chains and commutators, and `expect_eq_zero` finishes both halves. The sequence `μ` is infinite in Lean, but only its first $m+1$ members enter; a finite list can be continued by repeating $\mu_0$. All dipoles share one factor $w$. For a rotation through $2\pi/N$ with $N\ge3$ the two circular components perpendicular to the axis have different factors, so the theorem covers chains built from one of them, not mixtures of both.

Parity is the case $w=-1$, where $(-1)^{m+1}=-1$ for even $m$.

```lean
/-- Let `ψ` be a nondegenerate eigenvector of `H`, and let `P` be unitary and commute with `H`. For
dipoles that anticommute with `P` and even `m`, the matrix element `⟨ψ, X ψ⟩` of every chain `X` of
`m + 1` dipoles and the response function of order `m` in the state `ψ` vanish. -/
theorem parity_selection_rule (hH : H.IsHermitian) {e : ℂ} {ψ : n → ℂ} (hP : Pᴴ * P = 1)
    (hPH : P * H = H * P) (hψ : IsNondegenerate H e ψ) (μ : ℕ → Matrix n n ℂ)
    (hμ : ∀ j, P * μ j = -(μ j * P)) (g : ℕ → ℝ → ℂ) (t : ℕ → ℝ) {m : ℕ} (hm : Even m) :
    expect ψ (pathway hH μ g m) = 0 ∧ responseFunction hH ψ μ t m = 0 := by
  refine selection_rule (w := -1) hH hP hPH hψ μ (fun j => ?_) g t m ?_
  · unfold HasCharge
    rw [hμ j, smul_neg, neg_smul, one_smul, neg_neg]
  · rw [pow_succ, hm.neg_one_pow]
    norm_num
```

At $m=0$ this says that the permanent dipole is zero; at $m=2$ it removes the second-order response. For odd $m$ the rule is silent, as it should be: with $H=P=\sigma_z$, both dipoles equal to $\sigma_x$ and $\psi=(1,0)$, the chain $\sigma_x\,g_0(H)\,\sigma_x$ has expectation value $g_0(-1)$, which need not vanish.

That two-level system satisfies all the hypotheses, as the last theorem confirms.

```lean
/-- The diagonal two-level matrix with entries `1` and `-1`. -/
def sz : Matrix (Fin 2) (Fin 2) ℂ := !![1, 0; 0, -1]

/-- The two-level transition dipole. -/
def sx : Matrix (Fin 2) (Fin 2) ℂ := !![0, 1; 1, 0]

/-- The two-level system with `H = P = sz`, dipole `sx` and state `(1, 0)` meets the
hypotheses of the parity rule. -/
theorem parity_selection_rule_witness :
    sz.IsHermitian ∧ szᴴ * sz = 1 ∧ sz * sx = -(sx * sz) ∧
      IsNondegenerate sz 1 ![1, 0] := by
  have hH : sz.IsHermitian := by
    ext i j
    fin_cases i <;> fin_cases j <;> simp [sz]
  refine ⟨hH, ?_, ?_, ?_, ?_, ?_⟩
  · rw [hH.eq]
    ext i j
    fin_cases i <;> fin_cases j <;> simp [sz, Matrix.mul_apply, Fin.sum_univ_succ]
  · ext i j
    fin_cases i <;> fin_cases j <;> simp [sz, sx, Matrix.mul_apply, Fin.sum_univ_succ]
  · intro h
    have h0 := congrFun h 0
    simp at h0
  · ext i
    fin_cases i <;> simp [sz, mulVec, dotProduct, Fin.sum_univ_succ]
  · intro φ h
    have h1 : -φ 1 = φ 1 := by
      have h' := congrFun h 1
      simpa [sz, mulVec, dotProduct, Fin.sum_univ_succ] using h'
    have h2 : φ 1 = 0 := by linear_combination (-1 / 2 : ℂ) * h1
    refine ⟨φ 0, ?_⟩
    ext i
    fin_cases i <;> simp [h2]

end

end ParitySelectionRules
```

```lean
#print axioms ParitySelectionRules.parity_selection_rule
```

```
'ParitySelectionRules.parity_selection_rule' depends on axioms: [propext, Classical.choice, Quot.sound]
```

## The rule in a sum-over-states calculation

For a finite set of many-electron states, a sum-over-states code for the first hyperpolarisability evaluates terms of the form

$$\sum_{a,b}\frac{\langle\psi,\mu_0 a\rangle\langle a,\mu_1 b\rangle\langle b,\mu_2\psi\rangle}{(E_a-e-z_0)(E_b-e-z_1)},$$

where $a,b$ run over an orthonormal eigenbasis of $H$ and $z_0,z_1$ are complex frequencies at which no denominator vanishes. This is the chain with $m=2$ and $g_j(x)=1/(x-e-z_j)$. If the code leaves the reference state $\psi$ out of the sums, $g_j(e)$ is set to zero instead, and the rule still applies. If the states are sorted by parity, the dipole matrices have only off-diagonal blocks, and every term contains a zero factor.

A diagonalisation routine may return mixed-parity vectors within a degenerate excited level. Individual terms can then be nonzero, but the full sum still vanishes, provided that every such level is kept whole and its states share one linewidth. The weights are then functions of energy alone, as $g_j(H)$ requires. A truncation that keeps only some of these mixed vectors can produce a spurious second-order signal. So can a dipole origin away from the inversion centre, if the code does not remove the constant it adds to the dipole.

The model describes a pure state of a closed, finite-dimensional system. Continuum states and magnetic-dipole or quadrupole coupling lie beyond it.
